# A permutation-invariant reduced Hartree model with a nonnegative interaction form has an invariant ground state whenever it has a ground state

Let $g$ be a one-body density matrix on a finite set of sites, with $0\le g\le 1$ and $\operatorname{tr}g=N$. Its site density is $\rho_i=\operatorname{Re}g_{ii}$, and its reduced Hartree energy, which has no exchange term, is
$$E(g)=\operatorname{Re}\operatorname{tr}(hg)+\tfrac12\rho^{T}V\rho .$$
Here $h$ is the one-body matrix and $V$ the real interaction matrix. A finite group $G$ permutes the sites, and I call a matrix $A$ invariant if $A_{ai,aj}=A_{ij}$ for all $a\in G$.

Suppose $h$ and $V$ are invariant and $x^TVx\ge0$ for every real $x$, so that no density modulation has a negative interaction energy with itself. I expect that symmetry breaking is then never needed to reach the minimum: if a minimizer exists, so does an invariant one. Can this be made rigorous and machine-checked?

## Averaging and the energy of an uneven density

Yes. Average the minimizer over the group:
$$\bar g_{ij}=\frac1{|G|}\sum_{a\in G}g_{ai,aj}.$$
Replacing $i,j$ by $bi,bj$ only reorders the sum over $a$, so $\bar g$ is invariant.

**Invariant observables keep their expectation values.** If $K$ is invariant, then for each $a$
$$\sum_{i,j}K_{ij}\,g_{aj,ai}=\sum_{i,j}K_{ai,aj}\,g_{aj,ai}=\operatorname{tr}(Kg),$$
because $a$ permutes the sites. Averaging over $a$ gives $\operatorname{tr}(K\bar g)=\operatorname{tr}(Kg)$.

**The average is admissible.** Simultaneously permuting rows and columns preserves positive semidefiniteness, and so does averaging. Hence $\bar g\ge0$. Since $1-\bar g$ is the average of $1-g$, also $\bar g\le1$. Taking $K=1$ gives $\operatorname{tr}\bar g=N$.

**The cross terms vanish.** Let $\bar\rho$ be the density of $\bar g$ and $\delta=\rho-\bar\rho$. If $w$ is an invariant potential, $w_{ai}=w_i$, then $K=\operatorname{diag}(w)$ gives $w^T\delta=0$. The potential $V\bar\rho$ is of this kind:
$$(V\bar\rho)_{ai}=\sum_jV_{ai,aj}\,\bar\rho_{aj}=\sum_jV_{ij}\,\bar\rho_j=(V\bar\rho)_i .$$
The same holds for $V^T\bar\rho$. Thus $\delta^TV\bar\rho=\bar\rho^TV\delta=0$. Expanding $\rho=\bar\rho+\delta$, and using $K=h$ for the one-body term, gives
$$E(g)=E(\bar g)+\tfrac12\,\delta^TV\delta .$$

If $g$ is a minimizer, then $E(\bar g)\le E(g)$, so $\bar g$ is an invariant minimizer. If $x^TVx>0$ for all $x\ne0$, a nonzero $\delta$ would make $E(\bar g)<E(g)$. Every minimizer then has $\rho=\bar\rho$, an invariant density.

**Existence.** Let $M$ be the number of sites and $0\le N\le M$. The admissible set is closed, and it is bounded because $|g_{ij}|^2\le g_{ii}g_{jj}\le1$. It contains the uniform filling $(N/M)\,1$ or, if $M=0$, the empty matrix. The continuous function $E$ therefore attains its minimum.

**An attractive counterexample.** Take sites $0,1$ with $h=0$, $V=-1$ (minus the identity) and $N=1$. Then $E=-(\rho_0^2+\rho_1^2)/2=-\tfrac12+\rho_0\rho_1$. A localized particle has energy $-\tfrac12$, while invariance under swapping the two sites forces $\rho_0=\rho_1=\tfrac12$ and energy $-\tfrac14$. No swap-invariant matrix is a minimizer. With one particle this energy is entirely self-interaction, which an exchange term would cancel, so the example tests the positivity hypothesis within this model and does not describe a real one-electron system.

## How the Lean definitions encode the model

The site set is the finite type `n`, and `MulAction G n` is the action of the group on it. `siteDensity`, `hartreeEnergy` and `groupAverage` are $\rho$, $E$ and $\bar g$. `Admissible N g` says that `g` and `1 - g` are positive semidefinite, which includes Hermiticity, and that the trace is `N`. `IsGroundState` means a global minimizer among admissible matrices, and `SiteInvariant` is the invariance defined above.

The main theorem, `groupAverage_isGroundState`, says: if `h` and `V` are invariant, the quadratic form of `V` is nonnegative and `g` is a ground state, then its group average is a ground state and is invariant. Together with `exists_groundState`, this supplies an invariant ground state for every $0\le N\le M$. Neither Hermiticity of `h` nor symmetry of `V` is assumed; the physical model has both.

The positivity hypothesis concerns the quadratic form, not the signs of the entries of $V$. The particle number is real, and fractional occupations are allowed. This matters because the average of a Slater determinant's density matrix need not be a projection, so the theorem does not promise an invariant Slater determinant. The symmetries are pure site permutations, without phases or spin rotations.

For calculations on this finite, exchange-free model with invariant $h$ and $V$, strict positivity of the quadratic form means that a converged solution with a non-invariant density is not a global minimum over the admissible matrices, fractional occupations included.

```lean
import Mathlib

open scoped Matrix ComplexOrder

namespace ReducedHartree

noncomputable section

variable {n : Type*} [Fintype n] [DecidableEq n]
variable (G : Type*) [Group G] [Fintype G] [MulAction G n]

/-- The site occupations: the real diagonal of the one-body density matrix. -/
def siteDensity (g : Matrix n n ℂ) : n → ℝ := fun i => (g i i).re

/-- The reduced Hartree energy `Re tr(hg) + (1/2) ρᵀVρ`, with `ρ` the site density of `g`. -/
def hartreeEnergy (h : Matrix n n ℂ) (V : Matrix n n ℝ) (g : Matrix n n ℂ) : ℝ :=
  (h * g).trace.re + 1 / 2 * (siteDensity g ⬝ᵥ V *ᵥ siteDensity g)

/-- One-body density matrices with `0 ≤ g ≤ 1` and particle number `N`. -/
def Admissible (N : ℝ) (g : Matrix n n ℂ) : Prop :=
  g.PosSemidef ∧ (1 - g).PosSemidef ∧ g.trace = (N : ℂ)

/-- An admissible density matrix of least reduced Hartree energy. -/
def IsGroundState (h : Matrix n n ℂ) (V : Matrix n n ℝ) (N : ℝ) (g : Matrix n n ℂ) : Prop :=
  Admissible N g ∧ ∀ g', Admissible N g' → hartreeEnergy h V g ≤ hartreeEnergy h V g'

/-- A matrix over the sites is unchanged when the group permutes the sites. -/
def SiteInvariant {R : Type*} (A : Matrix n n R) : Prop :=
  ∀ (a : G) (i j : n), A (a • i) (a • j) = A i j

/-- The average of a density matrix over all site permutations in the group. -/
def groupAverage (g : Matrix n n ℂ) : Matrix n n ℂ :=
  (Fintype.card G : ℂ)⁻¹ • ∑ a : G, g.submatrix (fun i => a • i) (fun i => a • i)

omit [Fintype n] [DecidableEq n] in
/-- The group average is invariant under the site permutations. -/
theorem groupAverage_invariant (g : Matrix n n ℂ) : SiteInvariant G (groupAverage G g) := by
  intro b i j
  simp only [groupAverage, Matrix.smul_apply, Matrix.sum_apply, Matrix.submatrix_apply]
  congr 1
  calc ∑ a : G, g (a • b • i) (a • b • j)
      = ∑ a : G, g ((a * b) • i) ((a * b) • j) := by simp only [smul_smul]
    _ = _ := Equiv.sum_comp (Equiv.mulRight b) (fun a => g (a • i) (a • j))

omit [DecidableEq n] in
/-- Averaging over the group does not change the expectation value of an invariant
one-body observable. -/
theorem trace_mul_groupAverage {K : Matrix n n ℂ} (hK : SiteInvariant G K)
    (g : Matrix n n ℂ) : (K * groupAverage G g).trace = (K * g).trace := by
  have key : ∀ a : G, (K * g.submatrix (fun i => a • i) (fun i => a • i)).trace
      = (K * g).trace := by
    intro a
    calc _ = ∑ i, ∑ j, K (a • i) (a • j) * g (a • j) (a • i) := by
          simp only [Matrix.trace, Matrix.diag_apply, Matrix.mul_apply,
            Matrix.submatrix_apply, hK a _ _]
      _ = ∑ i, ∑ j, K (a • i) j * g j (a • i) := Finset.sum_congr rfl fun i _ =>
          Equiv.sum_comp (MulAction.toPerm a) (fun j => K (a • i) j * g j (a • i))
      _ = ∑ i, ∑ j, K i j * g j i :=
          Equiv.sum_comp (MulAction.toPerm a) (fun i => ∑ j, K i j * g j i)
      _ = _ := by simp only [Matrix.trace, Matrix.diag_apply, Matrix.mul_apply]
  have hc : (Fintype.card G : ℂ) ≠ 0 := Nat.cast_ne_zero.mpr Fintype.card_ne_zero
  rw [groupAverage, Matrix.mul_smul, Matrix.trace_smul, Matrix.mul_sum, Matrix.trace_sum,
    Finset.sum_congr rfl fun a _ => key a, Finset.sum_const, Finset.card_univ,
    nsmul_eq_mul, smul_eq_mul, inv_mul_cancel_left₀ hc]

/-- The group average of an admissible density matrix is admissible, with the same
particle number. -/
theorem admissible_groupAverage {N : ℝ} {g : Matrix n n ℂ} (hg : Admissible N g) :
    Admissible N (groupAverage G g) := by
  have hc : (Fintype.card G : ℂ) ≠ 0 := Nat.cast_ne_zero.mpr Fintype.card_ne_zero
  have hc0 : (0 : ℂ) ≤ (Fintype.card G : ℂ)⁻¹ := by
    rw [← Complex.ofReal_natCast, ← Complex.ofReal_inv]
    exact Complex.zero_le_real.mpr (by positivity)
  have hpos : ∀ M : Matrix n n ℂ, M.PosSemidef → (groupAverage G M).PosSemidef :=
    fun M hM => (Matrix.posSemidef_sum _ fun a _ => hM.submatrix _).smul hc0
  have hone : 1 - groupAverage G g = groupAverage G (1 - g) := by
    ext i j
    simp only [groupAverage, Matrix.sub_apply, Matrix.smul_apply, Matrix.sum_apply,
      Matrix.submatrix_apply, Matrix.one_apply, smul_left_cancel_iff,
      Finset.sum_sub_distrib, Finset.sum_const, Finset.card_univ, nsmul_eq_mul,
      smul_eq_mul, mul_sub, inv_mul_cancel_left₀ hc]
  have h1 : SiteInvariant G (1 : Matrix n n ℂ) := by
    intro a i j
    simp [Matrix.one_apply]
  refine ⟨hpos g hg.1, hone ▸ hpos _ hg.2.1, ?_⟩
  have ht := trace_mul_groupAverage G h1 g
  rw [one_mul, one_mul] at ht
  exact ht.trans hg.2.2

/-- For invariant `h` and `V`, the energy of a matrix equals that of its group average plus the
interaction energy of the difference between their site densities. -/
theorem energy_eq_average_add {h : Matrix n n ℂ} {V : Matrix n n ℝ}
    (hh : SiteInvariant G h) (hV : SiteInvariant G V) (g : Matrix n n ℂ) :
    hartreeEnergy h V g = hartreeEnergy h V (groupAverage G g) +
      1 / 2 * ((siteDensity g - siteDensity (groupAverage G g)) ⬝ᵥ
        V *ᵥ (siteDensity g - siteDensity (groupAverage G g))) := by
  -- an invariant potential does not see the difference between the two densities
  have hdot : ∀ w : n → ℝ, (∀ (a : G) i, w (a • i) = w i) →
      w ⬝ᵥ siteDensity (groupAverage G g) = w ⬝ᵥ siteDensity g := by
    intro w hw
    have hK : SiteInvariant G (Matrix.diagonal fun i => (w i : ℂ)) := by
      intro a i j
      simp [Matrix.diagonal_apply, hw]
    have e : ∀ M : Matrix n n ℂ, w ⬝ᵥ siteDensity M =
        ((Matrix.diagonal fun i => (w i : ℂ)) * M).trace.re := by
      intro M
      simp [dotProduct, siteDensity, Matrix.trace, Matrix.diagonal_mul]
    rw [e, e, trace_mul_groupAverage G hK]
  have hs : ∀ (a : G) i, siteDensity (groupAverage G g) (a • i)
      = siteDensity (groupAverage G g) i :=
    fun a i => congrArg Complex.re (groupAverage_invariant G g a i i)
  -- the averaged density generates an invariant potential
  have hpot : ∀ W : Matrix n n ℝ, SiteInvariant G W → ∀ (a : G) i,
      (W *ᵥ siteDensity (groupAverage G g)) (a • i)
        = (W *ᵥ siteDensity (groupAverage G g)) i := by
    intro W hW a i
    refine (Equiv.sum_comp (MulAction.toPerm a)
      (fun j => W (a • i) j * siteDensity (groupAverage G g) j)).symm.trans ?_
    refine Finset.sum_congr rfl fun j _ => ?_
    change W (a • i) (a • j) * siteDensity (groupAverage G g) (a • j) = _
    rw [hW a i j, hs a j]
  have h1 := hdot _ (hpot V hV)
  have h2 := hdot _ (hpot Vᵀ fun a i j => hV a j i)
  rw [dotProduct_comm, dotProduct_comm _ (siteDensity g)] at h1
  rw [Matrix.mulVec_transpose, ← Matrix.dotProduct_mulVec, ← Matrix.dotProduct_mulVec] at h2
  unfold hartreeEnergy
  rw [trace_mul_groupAverage G hh, Matrix.mulVec_sub, sub_dotProduct, dotProduct_sub,
    dotProduct_sub]
  linarith

/-- For an invariant model whose interaction has a nonnegative quadratic form, the group
average of any ground state is a group-invariant ground state. -/
theorem groupAverage_isGroundState {h : Matrix n n ℂ} {V : Matrix n n ℝ} {N : ℝ}
    (hh : SiteInvariant G h) (hV : SiteInvariant G V) (hpos : ∀ x, 0 ≤ x ⬝ᵥ V *ᵥ x)
    {g : Matrix n n ℂ} (hg : IsGroundState h V N g) :
    IsGroundState h V N (groupAverage G g) ∧ SiteInvariant G (groupAverage G g) := by
  refine ⟨⟨admissible_groupAverage G hg.1, fun g' hg' => ?_⟩, groupAverage_invariant G g⟩
  have h1 := energy_eq_average_add G hh hV g
  have h2 := hpos (siteDensity g - siteDensity (groupAverage G g))
  linarith [hg.2 g' hg']

/-- If the quadratic form of the interaction is strictly positive on nonzero vectors, every ground
state of an invariant model has a group-invariant site density. -/
theorem groundState_density_invariant {h : Matrix n n ℂ} {V : Matrix n n ℝ} {N : ℝ}
    (hh : SiteInvariant G h) (hV : SiteInvariant G V)
    (hpos : ∀ x, x ≠ 0 → 0 < x ⬝ᵥ V *ᵥ x)
    {g : Matrix n n ℂ} (hg : IsGroundState h V N g) (a : G) (i : n) :
    siteDensity g (a • i) = siteDensity g i := by
  have heq : siteDensity g = siteDensity (groupAverage G g) := by
    by_contra hne
    have h1 := energy_eq_average_add G hh hV g
    have h2 := hpos _ (sub_ne_zero.mpr hne)
    linarith [hg.2 _ (admissible_groupAverage G hg.1)]
  rw [heq]
  exact congrArg Complex.re (groupAverage_invariant G g a i i)

/-- A ground state exists for every particle number between zero and the number of sites. -/
theorem exists_groundState (h : Matrix n n ℂ) (V : Matrix n n ℝ) {N : ℝ}
    (h0 : 0 ≤ N) (hN : N ≤ Fintype.card n) : ∃ g, IsGroundState h V N g := by
  have hcl : IsClosed {M : Matrix n n ℂ | M.PosSemidef} := by
    have e : {M : Matrix n n ℂ | M.PosSemidef} =
        {M | Mᴴ = M} ∩ ⋂ x : n → ℂ, {M | 0 ≤ star x ⬝ᵥ M *ᵥ x} := by
      ext M
      simp [Matrix.posSemidef_iff_dotProduct_mulVec, Matrix.IsHermitian]
    rw [e]
    exact (isClosed_eq (by fun_prop) continuous_id).inter
      (isClosed_iInter fun x => isClosed_le continuous_const (by fun_prop))
  have hadm : IsClosed {g : Matrix n n ℂ | Admissible N g} :=
    hcl.inter ((hcl.preimage (continuous_const.sub continuous_id)).inter
      (isClosed_eq continuous_id.matrix_trace continuous_const))
  -- the two-by-two minors bound every matrix element by one
  have hbound : ∀ g : Matrix n n ℂ, Admissible N g → ∀ i j, ‖g i j‖ ≤ 1 := by
    intro g hg i j
    have hd : ∀ k, 0 ≤ (g k k).re := fun k => (Complex.le_def.mp hg.1.diag_nonneg).1
    have him : ∀ k, (g k k).im = 0 := fun k => (Complex.le_def.mp hg.1.diag_nonneg).2.symm
    have hu : ∀ k, (g k k).re ≤ 1 := by
      intro k
      have hk := (Complex.le_def.mp (hg.2.1.diag_nonneg (i := k))).1
      simp only [Matrix.sub_apply, Matrix.one_apply_eq, Complex.sub_re, Complex.one_re,
        Complex.zero_re] at hk
      linarith
    have hji : g j i = star (g i j) := (hg.1.isHermitian.apply j i).symm
    have hdet := (Complex.le_def.mp (hg.1.submatrix ![i, j]).det_nonneg).1
    simp only [Matrix.det_fin_two, Matrix.submatrix_apply, Matrix.cons_val_zero,
      Matrix.cons_val_one, hji, Complex.sub_re, Complex.mul_re, Complex.star_def,
      Complex.conj_re, Complex.conj_im, Complex.zero_re, him, mul_zero, sub_zero] at hdet
    have hsq : ‖g i j‖ ^ 2 ≤ 1 := by
      rw [Complex.sq_norm, Complex.normSq_apply]
      nlinarith [mul_le_one₀ (hu i) (hd j) (hu j)]
    nlinarith [norm_nonneg (g i j)]
  have hK : IsCompact {g : n → n → ℂ | ∀ i j, ‖g i j‖ ≤ 1} := by
    have hp := isCompact_univ_pi fun _ : n =>
      isCompact_univ_pi fun _ : n => isCompact_closedBall (0 : ℂ) 1
    simpa [Set.pi] using hp
  have hK' : IsCompact {g : Matrix n n ℂ | ∀ i j, ‖g i j‖ ≤ 1} := hK
  have hcomp := hK'.of_isClosed_subset hadm hbound
  -- the uniform filling is admissible
  have hne : {g : Matrix n n ℂ | Admissible N g}.Nonempty := by
    refine ⟨Matrix.diagonal fun _ => ((N / Fintype.card n : ℝ) : ℂ), ?_, ?_, ?_⟩
    · exact Matrix.posSemidef_diagonal_iff.mpr fun _ =>
        Complex.zero_le_real.mpr (by positivity)
    · rw [← Matrix.diagonal_one, Matrix.diagonal_sub]
      refine Matrix.posSemidef_diagonal_iff.mpr fun _ => ?_
      rw [← Complex.ofReal_one, ← Complex.ofReal_sub]
      exact Complex.zero_le_real.mpr
        (sub_nonneg.mpr (div_le_one_of_le₀ hN (Nat.cast_nonneg _)))
    · rw [Matrix.trace_diagonal, Finset.sum_const, Finset.card_univ, nsmul_eq_mul,
        ← Complex.ofReal_natCast, ← Complex.ofReal_mul]
      congr 1
      refine mul_div_cancel_of_imp' fun hz => ?_
      linarith
  have hρ : Continuous (siteDensity (n := n)) :=
    continuous_pi fun i => Complex.continuous_re.comp (continuous_id.matrix_elem i i)
  have hE : Continuous (hartreeEnergy h V) := by
    unfold hartreeEnergy
    fun_prop
  obtain ⟨g, hg, hmin⟩ := hcomp.exists_isMinOn hne hE.continuousOn
  exact ⟨g, hg, fun g' hg' => hmin hg'⟩

/-- Two sites with `h = 0`, `V = -1` and particle number one: the interaction matrix is invariant
under site exchange and a localized density matrix is a ground state, but no exchange-invariant
matrix is. -/
theorem attractive_breaks_symmetry :
    SiteInvariant (Equiv.Perm (Fin 2)) (-1 : Matrix (Fin 2) (Fin 2) ℝ) ∧
    IsGroundState 0 (-1) 1 (Matrix.diagonal ![(1 : ℂ), 0]) ∧
    ∀ g : Matrix (Fin 2) (Fin 2) ℂ, SiteInvariant (Equiv.Perm (Fin 2)) g →
      ¬ IsGroundState 0 (-1) 1 g := by
  have hE : ∀ g : Matrix (Fin 2) (Fin 2) ℂ,
      hartreeEnergy 0 (-1) g = -((g 0 0).re ^ 2 + (g 1 1).re ^ 2) / 2 := by
    intro g
    simp [hartreeEnergy, siteDensity, dotProduct, Matrix.neg_mulVec, Fin.sum_univ_two]
    ring
  have htr : ∀ g : Matrix (Fin 2) (Fin 2) ℂ, Admissible 1 g →
      (g 0 0).re + (g 1 1).re = 1 := by
    intro g hg
    have ht := congrArg Complex.re hg.2.2
    simpa [Matrix.trace_fin_two] using ht
  have hloc : Admissible 1 (Matrix.diagonal ![(1 : ℂ), 0]) := by
    refine ⟨Matrix.posSemidef_diagonal_iff.mpr fun i => ?_, ?_, ?_⟩
    · fin_cases i <;> simp
    · rw [← Matrix.diagonal_one, Matrix.diagonal_sub]
      refine Matrix.posSemidef_diagonal_iff.mpr fun i => ?_
      fin_cases i <;> simp
    · simp
  refine ⟨fun a i j => by simp [Matrix.one_apply], ⟨hloc, fun g hg => ?_⟩, fun g hinv hg => ?_⟩
  · have h0 : 0 ≤ (g 0 0).re := (Complex.le_def.mp hg.1.diag_nonneg).1
    have h1 : 0 ≤ (g 1 1).re := (Complex.le_def.mp hg.1.diag_nonneg).1
    rw [hE, hE]
    simp only [Matrix.diagonal_apply_eq, Matrix.cons_val_zero, Matrix.cons_val_one,
      Complex.one_re, Complex.zero_re]
    nlinarith [htr g hg, mul_nonneg h0 h1]
  · have hs : g 1 1 = g 0 0 := by simpa using hinv (Equiv.swap 0 1) 0 0
    have ht := htr g hg.1
    have hle := hg.2 _ hloc
    rw [hE, hE, hs] at hle
    rw [hs] at ht
    have hhalf : (g 0 0).re = 1 / 2 := by linarith
    rw [hhalf] at hle
    norm_num at hle

end

end ReducedHartree
```

```lean
#print axioms ReducedHartree.groupAverage_isGroundState
#print axioms ReducedHartree.groundState_density_invariant
#print axioms ReducedHartree.exists_groundState
#print axioms ReducedHartree.attractive_breaks_symmetry
```

```
'ReducedHartree.groupAverage_isGroundState' depends on axioms: [propext, Classical.choice, Quot.sound]
'ReducedHartree.groundState_density_invariant' depends on axioms: [propext, Classical.choice, Quot.sound]
'ReducedHartree.exists_groundState' depends on axioms: [propext, Classical.choice, Quot.sound]
'ReducedHartree.attractive_breaks_symmetry' depends on axioms: [propext, Classical.choice, Quot.sound]
```

## From the hand calculation to the Lean proof

`groupAverage_invariant` reorders the group sum by right multiplication, `Equiv.mulRight b`. `trace_mul_groupAverage` reindexes both site sums with `MulAction.toPerm a`. `admissible_groupAverage` proves positivity once, as `hpos`, and applies it to `g` and to `1 - g`; the trace condition is the case $K=1$.

In `energy_eq_average_add`, `hdot` is the statement $w^T\bar\rho=w^T\rho$ for invariant $w$, and `hpot` shows that an invariant matrix acting on $\bar\rho$ gives an invariant potential. Applying them to `V` and `Vᵀ` removes the two cross terms, and `linarith` assembles the identity. The two ground-state theorems combine this identity with minimality and the relevant positivity hypothesis.

In `exists_groundState`, `hcl` writes the positive semidefinite matrices as an intersection of closed conditions. `hbound` obtains the bound on matrix elements from two-by-two determinants, `hne` supplies the uniform filling, and `exists_isMinOn` gives the minimizer.

`attractive_breaks_symmetry` first reduces the energy to the two occupations. `nlinarith` then uses $\rho_0\rho_1\ge0$ to show that the localized state is minimal. For an invariant matrix, the site swap forces both occupations to be one half, and comparison with the localized energy gives the contradiction.
